# Unequal forward and reverse currents from an off-centre Lorentzian level that shifts linearly with bias

The transmission is modelled here as a Lorentzian of fixed width whose centre moves linearly with the bias, and the bias window is placed symmetrically about the equilibrium Fermi energy. With this choice the forward and reverse currents differ in magnitude at every nonzero bias, provided that the level lies off the Fermi energy at zero bias and does shift, whereas any transmission that ignores the bias gives an odd current-voltage curve.

```lean
import Mathlib

open Set

namespace BiasDependentLevel

noncomputable section

/-- Transmission at energy `E` and bias `V` through a level of half-width `g` whose position
`e + h * V` shifts linearly with the bias; the domain is `g ≠ 0`. -/
def transmission (g e h V E : ℝ) : ℝ := g ^ 2 / ((E - e - h * V) ^ 2 + g ^ 2)

/-- Zero-temperature Landauer current, in units of the conductance quantum: the transmission
`T V E` integrated over the bias window from `-V/2` to `V/2`. -/
def current (T : ℝ → ℝ → ℝ) (V : ℝ) : ℝ := ∫ E in (-V / 2)..(V / 2), T V E

/-- Arctangent expression for the current through a level of half-width `g` at position `c`
under bias `V`; the domain is `g ≠ 0`. -/
def levelCurrent (g c V : ℝ) : ℝ :=
  g * (Real.arctan ((V / 2 - c) / g) + Real.arctan ((V / 2 + c) / g))

/-- For positive half-width, the Landauer current through the shifting level is the arctangent
expression evaluated at the level position `e + h * V`. -/
theorem current_eq_levelCurrent {g : ℝ} (hg : 0 < g) (e h V : ℝ) :
    current (transmission g e h) V = levelCurrent g (e + h * V) V := by
  -- an antiderivative of the Lorentzian
  have hd : ∀ E, HasDerivAt (fun x => g * Real.arctan ((x - (e + h * V)) / g))
      (transmission g e h V E) E := by
    intro E
    have h1 : HasDerivAt (fun x : ℝ => (x - (e + h * V)) / g) (1 / g) E :=
      ((hasDerivAt_id' E).sub_const _).div_const g
    refine (h1.arctan.const_mul g).congr_deriv ?_
    unfold transmission
    have h2 : E - e - h * V = E - (e + h * V) := by ring
    rw [h2]
    generalize E - (e + h * V) = d
    have h3 : 1 + (d / g) ^ 2 = (d ^ 2 + g ^ 2) / g ^ 2 := by
      rw [div_pow, add_div, div_self (pow_ne_zero 2 hg.ne'), add_comm]
    have h4 : d ^ 2 + g ^ 2 ≠ 0 := by positivity
    rw [h3, one_div_div]
    field_simp
  have hc : Continuous (transmission g e h V) := by
    show Continuous (fun E => g ^ 2 / ((E - e - h * V) ^ 2 + g ^ 2))
    exact Continuous.div (by fun_prop) (by fun_prop) (fun E => by positivity)
  have key : current (transmission g e h) V
      = g * Real.arctan ((V / 2 - (e + h * V)) / g)
        - g * Real.arctan ((-V / 2 - (e + h * V)) / g) :=
    intervalIntegral.integral_eq_sub_of_hasDerivAt (fun E _ => hd E)
      (hc.intervalIntegrable _ _)
  have h5 : (-V / 2 - (e + h * V)) / g = -((V / 2 + (e + h * V)) / g) := by ring
  rw [key, h5, Real.arctan_neg]
  unfold levelCurrent
  ring

/-- Levels at `c` and `-c` carry the same current. -/
theorem levelCurrent_neg_level (g c V : ℝ) :
    levelCurrent g (-c) V = levelCurrent g c V := by
  unfold levelCurrent
  rw [sub_neg_eq_add, ← sub_eq_add_neg]
  ring

/-- With the level held fixed, reversing the bias reverses the current. -/
theorem levelCurrent_neg_bias (g c V : ℝ) :
    levelCurrent g c (-V) = -levelCurrent g c V := by
  have h1 : (-V / 2 - c) / g = -((V / 2 + c) / g) := by ring
  have h2 : (-V / 2 + c) / g = -((V / 2 - c) / g) := by ring
  unfold levelCurrent
  rw [h1, h2, Real.arctan_neg, Real.arctan_neg]
  ring

/-- At fixed positive bias and positive half-width, the current falls strictly as the level
moves up from the centre of the bias window. -/
theorem levelCurrent_strictAntiOn {g V : ℝ} (hg : 0 < g) (hV : 0 < V) :
    StrictAntiOn (fun c => levelCurrent g c V) (Ici 0) := by
  -- the derivative is the difference of the Lorentzians at the two window edges
  have hd : ∀ c, HasDerivAt (fun c => levelCurrent g c V)
      (1 / (1 + ((V / 2 + c) / g) ^ 2) - 1 / (1 + ((V / 2 - c) / g) ^ 2)) c := by
    intro c
    unfold levelCurrent
    have h1 : HasDerivAt (fun x : ℝ => (V / 2 - x) / g) (-1 / g) c :=
      ((hasDerivAt_id' c).const_sub (V / 2)).div_const g
    have h2 : HasDerivAt (fun x : ℝ => (V / 2 + x) / g) (1 / g) c :=
      ((hasDerivAt_id' c).const_add (V / 2)).div_const g
    refine ((h1.arctan.fun_add h2.arctan).const_mul g).congr_deriv ?_
    have hg1 : g * (1 / g) = 1 := mul_one_div_cancel hg.ne'
    linear_combination
      (1 / (1 + ((V / 2 + c) / g) ^ 2) - 1 / (1 + ((V / 2 - c) / g) ^ 2)) * hg1
  refine strictAntiOn_of_deriv_neg (convex_Ici 0)
    (fun c _ => (hd c).continuousAt.continuousWithinAt) ?_
  intro c hc
  rw [interior_Ici] at hc
  have hc0 : 0 < c := hc
  rw [(hd c).deriv]
  -- the upper edge is nearer to the level than the lower edge
  have h1 : (V / 2 - c) ^ 2 < (V / 2 + c) ^ 2 := by nlinarith [mul_pos hV hc0]
  have h2 : ((V / 2 - c) / g) ^ 2 < ((V / 2 + c) / g) ^ 2 := by
    rw [div_pow, div_pow]
    exact div_lt_div_of_pos_right h1 (pow_pos hg 2)
  have h3 : 1 / (1 + ((V / 2 + c) / g) ^ 2) < 1 / (1 + ((V / 2 - c) / g) ^ 2) :=
    one_div_lt_one_div_of_lt (by positivity) (by linarith)
  linarith

/-- At positive bias and positive half-width, of two levels the one farther from the centre of
the bias window carries the smaller current, and conversely. -/
theorem levelCurrent_lt_iff {g V : ℝ} (hg : 0 < g) (hV : 0 < V) (a b : ℝ) :
    levelCurrent g a V < levelCurrent g b V ↔ |b| < |a| := by
  have habs : ∀ c, levelCurrent g |c| V = levelCurrent g c V := by
    intro c
    rcases abs_choice c with h | h
    · rw [h]
    · rw [h, levelCurrent_neg_level]
  have hs := levelCurrent_strictAntiOn hg hV
  have ha : |a| ∈ Ici (0 : ℝ) := abs_nonneg a
  have hb : |b| ∈ Ici (0 : ℝ) := abs_nonneg b
  rw [← habs a, ← habs b]
  constructor
  · intro h
    by_contra hn
    have h3 : levelCurrent g |b| V ≤ levelCurrent g |a| V :=
      hs.antitoneOn ha hb (not_lt.mp hn)
    linarith
  · intro h
    exact hs hb ha h

/-- Direction of rectification: for positive half-width and `V > 0`, the current at `V` exceeds
the magnitude `-I(-V)` of the reverse current exactly when `e` and `h` have opposite signs. -/
theorem forward_larger_iff {g V : ℝ} (hg : 0 < g) (hV : 0 < V) (e h : ℝ) :
    -current (transmission g e h) (-V) < current (transmission g e h) V ↔ e * h < 0 := by
  have h1 : e + h * -V = e - h * V := by ring
  rw [current_eq_levelCurrent hg, current_eq_levelCurrent hg, levelCurrent_neg_bias, neg_neg,
    levelCurrent_lt_iff hg hV, h1, ← sq_lt_sq]
  constructor
  · intro hlt
    by_contra hn
    nlinarith [mul_nonneg (not_lt.mp hn) hV.le]
  · intro hlt
    nlinarith [mul_neg_of_neg_of_pos hlt hV]

/-- For positive half-width, the currents at `V` and `-V` are opposite exactly when the level
offset `e`, the bias coupling `h` or the bias `V` vanishes. -/
theorem current_neg_eq_iff {g : ℝ} (hg : 0 < g) (e h V : ℝ) :
    current (transmission g e h) (-V) = -current (transmission g e h) V ↔ e * h * V = 0 := by
  -- equal currents at positive bias force equal distances from the window centre
  have pos : ∀ W, 0 < W → levelCurrent g (e + h * W) W = levelCurrent g (e - h * W) W →
      e * h * W = 0 := by
    intro W hW heq
    have h1 : ¬ |e - h * W| < |e + h * W| := fun hl =>
      ((levelCurrent_lt_iff hg hW _ _).mpr hl).ne heq
    have h2 : ¬ |e + h * W| < |e - h * W| := fun hl =>
      ((levelCurrent_lt_iff hg hW _ _).mpr hl).ne heq.symm
    rw [← sq_lt_sq, not_lt] at h1 h2
    nlinarith
  rw [current_eq_levelCurrent hg, current_eq_levelCurrent hg, levelCurrent_neg_bias, neg_inj]
  constructor
  · intro heq
    rcases lt_trichotomy V 0 with hV | hV | hV
    · have h1 : e - h * -V = e + h * V := by ring
      have h2 := pos (-V) (by linarith) (by
        rw [h1, levelCurrent_neg_bias, levelCurrent_neg_bias, heq])
      linarith
    · rw [hV, mul_zero]
    · have h1 : e - h * V = e + h * -V := by ring
      exact pos V hV (by rw [h1, heq])
  · intro h0
    rw [mul_assoc] at h0
    rcases mul_eq_zero.mp h0 with he | hhV
    · have h1 : e + h * -V = -(e + h * V) := by rw [he]; ring
      rw [h1, levelCurrent_neg_level]
    · have h1 : e + h * -V = e + h * V := by linear_combination (-2) * hhV
      rw [h1]

/-- A level with positive half-width, nonzero offset `e` and nonzero bias coupling `h` has
`I(-V) ≠ -I(V)` at every nonzero bias. -/
theorem current_not_odd {g e h : ℝ} (hg : 0 < g) (he : e ≠ 0) (hh : h ≠ 0) :
    ∀ V, V ≠ 0 →
      current (transmission g e h) (-V) ≠ -current (transmission g e h) V := by
  intro V hV heq
  exact mul_ne_zero (mul_ne_zero he hh) hV ((current_neg_eq_iff hg e h V).mp heq)

/-- Any transmission function that does not depend on the bias gives an odd current-voltage
curve. -/
theorem current_odd_of_bias_independent (T : ℝ → ℝ) (V : ℝ) :
    current (fun _ => T) (-V) = -current (fun _ => T) V := by
  unfold current
  -- reversing the bias swaps the limits of integration
  rw [neg_neg]
  exact intervalIntegral.integral_symm _ _

end

end BiasDependentLevel
```

```lean
#print axioms BiasDependentLevel.levelCurrent_neg_bias
-- 'BiasDependentLevel.levelCurrent_neg_bias' depends on axioms: [propext, Classical.choice, Quot.sound]
#print axioms BiasDependentLevel.forward_larger_iff
-- 'BiasDependentLevel.forward_larger_iff' depends on axioms: [propext, Classical.choice, Quot.sound]
#print axioms BiasDependentLevel.current_not_odd
-- 'BiasDependentLevel.current_not_odd' depends on axioms: [propext, Classical.choice, Quot.sound]
#print axioms BiasDependentLevel.current_odd_of_bias_independent
-- 'BiasDependentLevel.current_odd_of_bias_independent' depends on axioms: [propext, Classical.choice, Quot.sound]
```

## The junction in the definitions

Energies are measured from the equilibrium Fermi energy, and the bias $V$ is expressed in the same units. The function `transmission g e h V E` is

$$T(V,E)=\frac{g^2}{(E-e-hV)^2+g^2}.$$

This is the transmission of one non-interacting level coupled equally to two wide-band electrodes. The three constants are postulated, and each stands for a piece of physics:

- $g$ is the half-width that the level acquires from its coupling to the electrodes.
- $e$ is the position of the level at zero bias.
- $h$ is the fraction of the bias that the level follows. At $h=1/2$ it moves with the electrode whose chemical potential is $V/2$, at $h=-1/2$ with the other one, and at $h=0$ it stays at the fixed distance $e$ from the midpoint of the two chemical potentials.

In a self-consistent calculation the shift would come out of the charge density and the electrostatic potential. Here it is put in by hand and is exactly linear.

The function `current T V` is the zero-temperature Landauer current in units of the conductance quantum,

$$I(V)=\int_{-V/2}^{V/2}T(V,E)\,dE.$$

Its argument `T` takes the bias first and the energy second, so the same definition serves for transmissions with and without bias dependence. The integral is oriented: for negative $V$ the limits are in reverse order and the current changes sign, as it should.

The symmetric window fixes what $h$ means, since only the position of the level relative to the window centre matters. If the chemical potentials were placed differently, say with one electrode held at zero, the same junction would be described by another value of $h$.

## What is proved about the two bias directions

For $g>0$, `current_not_odd` says that if $e\neq0$ and $h\neq0$, then $I(-V)\neq-I(V)$ for every $V\neq0$. It follows from the sharper `current_neg_eq_iff`, in which $e$, $h$ and $V$ are arbitrary reals:

$$I(-V)=-I(V)\iff ehV=0.$$

The direction of rectification is given by `forward_larger_iff`. For $g>0$ and $V>0$, the forward current $I(V)$ exceeds the reverse magnitude $-I(-V)$ exactly when $eh<0$.

Finally, `current_odd_of_bias_independent` takes any function $T(E)$, Lorentzian or not, and gives $I(-V)=-I(V)$ for all $V$. No integrability is assumed; if $T$ is not integrable over the window, Lean sets the integral to zero and the identity has no physical content.

For simulation practice this means that a zero-bias transmission integrated over a symmetric window cannot show rectification, while in this non-interacting one-level model a linear shift of an off-centre level is enough to produce it. Finite temperature, several levels and a width that changes with bias lie beyond the model.

## The current as two arctangents

Write $c=e+hV$ for the level position at bias $V$. Since

$$\frac{d}{dE}\,g\arctan\frac{E-c}{g}=\frac{1}{1+\left(\frac{E-c}{g}\right)^2}=\frac{g^2}{(E-c)^2+g^2},$$

the integral is the difference of this antiderivative at the two window edges. Because the arctangent is odd, $I(V)=J(c,V)$ with

$$J(c,V)=g\left[\arctan\frac{V/2-c}{g}+\arctan\frac{V/2+c}{g}\right].$$

In Lean $J$ is `levelCurrent`, and the identity is `current_eq_levelCurrent`. There `hd` is the derivative above, `hc` is the continuity that makes the transmission integrable, and `key` applies the fundamental theorem of calculus.

Two symmetries can be read off. Replacing $c$ by $-c$ exchanges the two arctangents, so $J(-c,V)=J(c,V)$; this is `levelCurrent_neg_level`. Replacing $V$ by $-V$ turns each arctangent into minus the other, so $J(c,-V)=-J(c,V)$; this is `levelCurrent_neg_bias`.

Reversing the bias in the actual junction also moves the level, from $e+hV$ to $e-hV$. Therefore

$$-I(-V)=-J(e-hV,-V)=J(e-hV,V),$$

and comparing forward and reverse magnitudes means comparing $J$ at one bias for two level positions.

## A level farther from the window centre carries less current

Fix $V>0$ and differentiate with respect to the level position:

$$\frac{\partial J}{\partial c}=\frac{1}{1+\left(\frac{V/2+c}{g}\right)^2}-\frac{1}{1+\left(\frac{V/2-c}{g}\right)^2}.$$

These are the Lorentzian's values at the lower and upper edges of the window. For $c>0$ the upper edge is nearer to the level, because

$$(V/2+c)^2-(V/2-c)^2=2Vc>0.$$

The derivative is then negative: as the level moves up, the window loses more transmission at its upper edge than it gains at its lower one. Hence $J$ decreases strictly on $c\geq0$.

This is `levelCurrent_strictAntiOn`. Its steps `h1`, `h2` and `h3` carry the inequality from the squares to the Lorentzians, and `strictAntiOn_of_deriv_neg` needs a negative derivative only in the interior, so the zero slope at $c=0$ does no harm.

Since $J$ is even in $c$, each position may be replaced by its absolute value. For $V>0$ and any two positions $a$ and $b$ this gives

$$J(a,V)<J(b,V)\iff|b|<|a|,$$

which is `levelCurrent_lt_iff`. Strict decrease gives the implication from right to left. For the other one, $|a|\leq|b|$ would imply $J(b,V)\leq J(a,V)$, a contradiction.

## From distances to the sign of $eh$

For $V>0$ the forward current is the larger one exactly when $|e+hV|<|e-hV|$. Squaring both sides and subtracting leaves

$$(e+hV)^2-(e-hV)^2=4ehV<0,$$

which for positive $V$ means $eh<0$. In `forward_larger_iff` the rewriting by `sq_lt_sq` passes from absolute values to squares, and `nlinarith` does the remaining algebra in each direction.

For `current_neg_eq_iff`, suppose first that $I(-V)=-I(V)$, that is, $J(e-hV,V)=J(e+hV,V)$.

- If $V>0$, neither distance from the centre can be smaller than the other, so the squares agree and $4ehV=0$. This is the auxiliary statement `pos`.
- If $V<0$, the oddness of $J$ in the bias turns the equality into the same one at $W=-V>0$, and `pos` applies to $W$.
- If $V=0$, the product $ehV$ vanishes at once.

Conversely, let $ehV=0$. If $e=0$, the two level positions are $hV$ and $-hV$, which carry equal currents by evenness. If $hV=0$, the two positions coincide. Either way $J(e-hV,V)=J(e+hV,V)$, and the currents at $V$ and $-V$ are opposite.

When $e$, $h$ and $V$ are all nonzero, so is their product, and `current_not_odd` follows.

## Bias-independent transmission

If the transmission is a function $T(E)$ of energy alone, reversing the bias only exchanges the limits:

$$I(-V)=\int_{V/2}^{-V/2}T(E)\,dE=-\int_{-V/2}^{V/2}T(E)\,dE=-I(V).$$

In Lean the bias is discarded by writing the transmission as `fun _ => T`, and `intervalIntegral.integral_symm` performs the exchange. The shape of $T$ plays no part, so even a strongly asymmetric transmission gives an odd curve as long as it is held fixed.
